# Surface moments below order 2n fix the first n on-site energies of an open chain with known nonzero hoppings

To recover the on-site energies of a tight-binding chain from the local density of states at its end site, take the energy moments of that density and work inwards. The first moment is the energy of the end site. Once that is known, the third moment gives the energy of the next site, the fifth moment the one after, and so on. The result below says which orders suffice: if the hoppings are known and none vanishes, the orders 0 to 2n−1 determine the first n energies, and they carry no information about deeper sites.

Moment and recursion methods in electronic structure work with the same kind of chain, but there the hoppings are found along with the on-site energies. Here the hoppings are given, and the chain is finite and non-interacting, with one orbital per site, orthonormal orbitals and nearest-neighbour hopping.

## The chain and its end-site moments

The sites are numbered 0, 1, …, N, with the surface at site 0. The Hamiltonian H is the real matrix with entries

H_ii = v_i,  H_{l,l+1} = H_{l+1,l} = t_l,  all other entries 0.

Here v_i is the on-site energy, also called the potential, and t_l is the matrix element on the bond between l and l+1. Its sign is included, whereas many textbooks write the matrix element as −t.

In Lean 4 with Mathlib:

```lean
import Mathlib

open Finset

namespace SurfaceMoments

variable {N : ℕ}

/-- Hamiltonian of an open chain of `N + 1` sites with on-site potentials `v` and
hopping matrix element `t l` between sites `l` and `l + 1`. -/
def chain (t : ℕ → ℝ) (v : Fin (N + 1) → ℝ) : Matrix (Fin (N + 1)) (Fin (N + 1)) ℝ :=
  Matrix.of fun i j =>
    if i = j then v i
    else if (j : ℕ) = i + 1 then t i
    else if (i : ℕ) = j + 1 then t j
    else 0
```

The type `Fin (N + 1)` holds the site labels, so there is always at least one site. The hoppings are a function on all natural numbers, of which only t_0, …, t_{N−1} enter the matrix.

The surface moment of order k is

μ_k = (H^k)_00 = Σ_α E_α^k |ψ_α(0)|²,

where E_α and ψ_α are the eigenvalues and orthonormal eigenvectors of H. The second form is the k-th energy moment of the local density of states at site 0. The definition uses the first.

```lean
/-- The surface moment of order `k`: the diagonal entry of the `k`-th power of the
Hamiltonian at the first site. -/
def moment (t : ℕ → ℝ) (v : Fin (N + 1) → ℝ) (k : ℕ) : ℝ := (chain t v ^ k) 0 0
```

Since H is symmetric, so are its powers:

(H^k)ᵀ = (Hᵀ)^k = H^k.

```lean
/-- Every power of the chain Hamiltonian is a symmetric matrix. -/
theorem chain_pow_symm (t : ℕ → ℝ) (v : Fin (N + 1) → ℝ) (k : ℕ) (i j : Fin (N + 1)) :
    (chain t v ^ k) i j = (chain t v ^ k) j i := by
  have h : (chain t v).transpose = chain t v := by
    ext a b
    simp only [Matrix.transpose_apply, chain, Matrix.of_apply]
    by_cases hab : a = b
    · subst hab; rfl
    · rw [if_neg hab, if_neg (Ne.symm hab)]
      split_ifs <;> first | rfl | omega
  calc (chain t v ^ k) i j = (chain t v ^ k).transpose j i := rfl
    _ = (chain t v ^ k) j i := by rw [Matrix.transpose_pow, h]
```

The proof compares the entries of H and its transpose case by case, then passes to powers with `Matrix.transpose_pow`.

## How far H^k reaches from the surface

Write φ_k(i) = (H^k)_{i0} for the amplitude at site i after k applications of H to the unit vector at site 0. For k > 0 these vectors need not be normalised, and k counts applications of H, not time. The comments in the code call the unit vector at site 0 the surface state; it is not in general an eigenstate of H. They obey

φ_0(i) = δ_{i0},  φ_{k+1}(i) = Σ_j H_ij φ_k(j).

Each application moves amplitude by at most one site, so

φ_k(i) = 0 for i > k.

This holds for k = 0. Suppose it holds for k, and let i > k+1. In the sum for φ_{k+1}(i), the terms with j > k vanish because φ_k(j) = 0. The terms with j ≤ k vanish because i and j are at least two sites apart, so H_ij = 0.

```lean
/-- After `k` applications of the Hamiltonian, a state starting at the surface site `0`
has no amplitude on sites beyond `k`. -/
theorem light_cone (t : ℕ → ℝ) (v : Fin (N + 1) → ℝ) (k : ℕ) :
    ∀ i : Fin (N + 1), k < (i : ℕ) → (chain t v ^ k) i 0 = 0 := by
  induction k with
  | zero =>
    intro i hi
    rw [pow_zero]
    exact Matrix.one_apply_ne (by rintro rfl; simp at hi)
  | succ k ih =>
    intro i hi
    rw [pow_succ', Matrix.mul_apply]
    apply Finset.sum_eq_zero
    intro j _
    by_cases hj : k < (j : ℕ)
    · rw [ih j hj, mul_zero]
    · -- sites `i` and `j` are too far apart for a single hop
      have h1 : i ≠ j := by rintro rfl; omega
      have h2 : ¬ (j : ℕ) = i + 1 := by omega
      have h3 : ¬ (i : ℕ) = j + 1 := by omega
      simp only [chain, Matrix.of_apply, if_neg h1, if_neg h2, if_neg h3, zero_mul]
```

The name `light_cone` refers to this bound in powers of H. The split on `k < (j : ℕ)` separates the two kinds of vanishing term.

At the front itself, only one path contributes. For k+1 ≤ N,

φ_{k+1}(k+1) = H_{k+1,k} φ_k(k) = t_k φ_k(k),

since φ_k vanishes beyond k and H_{k+1,j} = 0 for j < k. With φ_0(0) = 1 this gives

φ_k(k) = t_0 t_1 ⋯ t_{k−1},

where the empty product at k = 0 equals 1.

```lean
/-- The amplitude that reaches site `k` after exactly `k` applications of the Hamiltonian
to the surface state is the product of the first `k` hoppings. -/
theorem front_amplitude (t : ℕ → ℝ) (v : Fin (N + 1) → ℝ) (k : ℕ) :
    ∀ i : Fin (N + 1), (i : ℕ) = k → (chain t v ^ k) i 0 = ∏ l ∈ range k, t l := by
  induction k with
  | zero =>
    intro i hi
    have h0 : i = 0 := Fin.ext hi
    subst h0
    simp
  | succ k ih =>
    intro i hi
    have hlt := i.isLt
    obtain ⟨j, hj⟩ : ∃ j : Fin (N + 1), (j : ℕ) = k := ⟨⟨k, by omega⟩, rfl⟩
    have hc : chain t v i j = t j := by
      have h1 : i ≠ j := by rintro rfl; omega
      have h2 : ¬ (j : ℕ) = i + 1 := by omega
      have h3 : (i : ℕ) = j + 1 := by omega
      simp only [chain, Matrix.of_apply, if_neg h1, if_neg h2, if_pos h3]
    rw [pow_succ', Matrix.mul_apply, Finset.sum_eq_single j]
    · rw [hc, ih j hj, Finset.prod_range_succ, hj, mul_comm]
    · intro a _ ha
      have hne : (a : ℕ) ≠ k := fun h => ha (Fin.ext (h.trans hj.symm))
      by_cases hk : k < (a : ℕ)
      · rw [light_cone t v k a hk, mul_zero]
      · have h1 : i ≠ a := by rintro rfl; omega
        have h2 : ¬ (a : ℕ) = i + 1 := by omega
        have h3 : ¬ (i : ℕ) = a + 1 := by omega
        simp only [chain, Matrix.of_apply, if_neg h1, if_neg h2, if_neg h3, zero_mul]
    · intro h
      exact absurd (Finset.mem_univ _) h
```

Here `Finset.sum_eq_single j` reduces the matrix product to the term with j = k, and `Finset.prod_range_succ` adds the new hopping to the product.

## Equal potentials near the surface give equal moments

Now take two potentials v and w on the same chain, with the same hoppings, and mark their quantities by a superscript. If v_j = w_j for all j < m, then

φ_k^v(i) = φ_k^w(i) for all i and all k ≤ m.

For k = 0 both sides are δ_{i0}. For the step from k to k+1 ≤ m, only sites j ≤ k contribute to the sum. The two Hamiltonians can differ there only in a diagonal entry H_jj, and j ≤ k < m makes those equal.

```lean
/-- If two potentials on chains with the same hoppings agree on the first `m` sites, the surface
state evolves identically under up to `m` applications of either Hamiltonian. -/
theorem same_state (t : ℕ → ℝ) (v w : Fin (N + 1) → ℝ) (m : ℕ)
    (h : ∀ j : Fin (N + 1), (j : ℕ) < m → v j = w j) (k : ℕ) :
    k ≤ m → ∀ i, (chain t v ^ k) i 0 = (chain t w ^ k) i 0 := by
  induction k with
  | zero => intro _ i; simp
  | succ k ih =>
    intro hk i
    rw [pow_succ', pow_succ', Matrix.mul_apply, Matrix.mul_apply]
    refine Finset.sum_congr rfl fun j _ => ?_
    by_cases hj : k < (j : ℕ)
    · rw [light_cone t v k j hj, light_cone t w k j hj, mul_zero, mul_zero]
    · have hc : chain t v i j = chain t w i j := by
        by_cases hij : i = j
        · subst hij
          simp [chain, h i (by omega)]
        · simp [chain, hij]
      rw [ih (by omega) j, hc]
```

Symmetry turns a moment into an overlap of two such vectors:

μ_{a+b} = Σ_i (H^a)_{0i} (H^b)_{i0} = Σ_i φ_a(i) φ_b(i).

```lean
/-- A surface moment of order `a + b` is the overlap of the surface state propagated
`a` times with the surface state propagated `b` times. -/
theorem moment_add (t : ℕ → ℝ) (v : Fin (N + 1) → ℝ) (a b : ℕ) :
    moment t v (a + b) = ∑ i, (chain t v ^ a) i 0 * (chain t v ^ b) i 0 := by
  unfold moment
  rw [pow_add, Matrix.mul_apply]
  refine Finset.sum_congr rfl fun i _ => ?_
  rw [chain_pow_symm t v a 0 i]
```

Let v and w agree on the first n sites. Any k ≤ 2n can be written as k = a + b with a, b ≤ n, so

μ_k^v = Σ_i φ_a^v(i) φ_b^v(i) = Σ_i φ_a^w(i) φ_b^w(i) = μ_k^w.

```lean
/-- If two potentials on chains with the same hoppings agree on the first `n` sites, their surface
moments agree through order `2 * n`. -/
theorem moment_locality (t : ℕ → ℝ) (v w : Fin (N + 1) → ℝ) (n : ℕ)
    (h : ∀ j : Fin (N + 1), (j : ℕ) < n → v j = w j) (k : ℕ) (hk : k ≤ 2 * n) :
    moment t v k = moment t w k := by
  obtain ⟨a, b, ha, hb, rfl⟩ : ∃ a b, a ≤ n ∧ b ≤ n ∧ k = a + b :=
    ⟨k / 2, k - k / 2, by omega, by omega, by omega⟩
  rw [moment_add, moment_add]
  refine Finset.sum_congr rfl fun i _ => ?_
  rw [same_state t v w n h a ha i, same_state t v w n h b hb i]
```

The proof takes a as k/2 rounded down and b as the remainder. Agreement extends to order 2n, one order further than the inversion needs. It also shows that the bound 2n−1 is sharp for 1 ≤ n ≤ N+1: two potentials that first differ at site n−1 have equal moments through order 2n−2.

## The first moment that sees site m

Suppose v and w agree on all sites before m. The vectors φ_m^v and φ_m^w then coincide; call them φ_m. One more application of each Hamiltonian gives

φ_{m+1}^v(i) − φ_{m+1}^w(i) = Σ_j (H_ij^v − H_ij^w) φ_m(j) = (v_i − w_i) φ_m(i),

because the Hamiltonians differ only on the diagonal. Splitting 2m+1 as m + (m+1),

μ_{2m+1}^v − μ_{2m+1}^w = Σ_i φ_m(i) [φ_{m+1}^v(i) − φ_{m+1}^w(i)] = Σ_i (v_i − w_i) φ_m(i)².

Terms with i < m vanish since v_i = w_i, and terms with i > m vanish since φ_m(i) = 0. What remains is

μ_{2m+1}^v − μ_{2m+1}^w = (v_m − w_m) (t_0 t_1 ⋯ t_{m−1})².

```lean
/-- If two potentials on chains with the same hoppings agree on all sites before `m`, their surface
moments of order `2 * m + 1` differ by the potential difference at `m` times the squared product of
the hoppings leading there. -/
theorem moment_sub (t : ℕ → ℝ) (v w : Fin (N + 1) → ℝ) (m : Fin (N + 1))
    (h : ∀ j : Fin (N + 1), (j : ℕ) < m → v j = w j) :
    moment t v (2 * m + 1) - moment t w (2 * m + 1)
      = (v m - w m) * (∏ l ∈ range (m : ℕ), t l) ^ 2 := by
  have same := same_state t v w m h m le_rfl
  -- one more application of the Hamiltonians differs only through the potentials
  have step : ∀ i, (chain t v ^ ((m : ℕ) + 1)) i 0 - (chain t w ^ ((m : ℕ) + 1)) i 0
      = (v i - w i) * (chain t w ^ (m : ℕ)) i 0 := by
    intro i
    have hd : ∀ u : Fin (N + 1) → ℝ, chain t u i i = u i := fun u => by simp [chain]
    rw [pow_succ', pow_succ', Matrix.mul_apply, Matrix.mul_apply,
      ← Finset.sum_sub_distrib, Finset.sum_eq_single i]
    · rw [same i, hd v, hd w]; ring
    · intro j _ hj
      have hc : chain t v i j = chain t w i j := by simp [chain, Ne.symm hj]
      rw [same j, hc, sub_self]
    · intro hi
      exact absurd (Finset.mem_univ _) hi
  rw [show 2 * (m : ℕ) + 1 = m + (m + 1) by ring, moment_add, moment_add,
    ← Finset.sum_sub_distrib, Finset.sum_eq_single m]
  · rw [same m, ← mul_sub, step m, front_amplitude t w m m rfl]; ring
  · intro i _ hi
    have hne : (i : ℕ) ≠ m := fun e => hi (Fin.ext e)
    rw [same i, ← mul_sub, step i]
    rcases lt_or_gt_of_ne hne with hlt | hgt
    · rw [h i hlt]; ring
    · rw [light_cone t w m i hgt]; ring
  · intro hm
    exact absurd (Finset.mem_univ _) hm
```

The intermediate statement `step` is the formula for the difference after one more application. The final sum is reduced to i = m, where `front_amplitude` supplies the product of hoppings.

## Inversion from the surface inwards

If the potentials agree on the first n sites, the moments below order 2n agree by the locality result. For the converse, assume that all moments below order 2n agree, and let m < n be a site such that v and w agree on every site before it. Since 2m+1 < 2n, the difference formula becomes

0 = (v_m − w_m) (t_0 t_1 ⋯ t_{m−1})².

The hoppings are nonzero, so v_m = w_m. Starting at m = 0, where there are no earlier sites to check, this covers the first n sites one after another.

```lean
/-- For two chains with the same nonzero hoppings, the potentials agree on the first `n`
sites if and only if the surface moments agree at every order below `2 * n`. -/
theorem local_inversion (t : ℕ → ℝ) (ht : ∀ l < N, t l ≠ 0)
    (v w : Fin (N + 1) → ℝ) (n : ℕ) :
    (∀ j : Fin (N + 1), (j : ℕ) < n → v j = w j) ↔
      ∀ k < 2 * n, moment t v k = moment t w k := by
  refine ⟨fun h k hk => moment_locality t v w n h k hk.le, fun h => ?_⟩
  -- move inwards from the surface, one site at a time
  have key : ∀ m : ℕ, ∀ j : Fin (N + 1), (j : ℕ) = m → m < n → v j = w j := by
    intro m
    induction m using Nat.strong_induction_on with
    | _ m ih =>
      intro j hj hm
      have hs := moment_sub t v w j
        (fun i hi => ih i (by omega) i rfl (by omega))
      rw [h (2 * (j : ℕ) + 1) (by omega), sub_self] at hs
      have hp : (∏ l ∈ range (j : ℕ), t l) ^ 2 ≠ 0 := by
        refine pow_ne_zero 2 (Finset.prod_ne_zero_iff.mpr fun l hl => ht l ?_)
        have h1 := Finset.mem_range.mp hl
        have h2 := j.isLt
        omega
      exact sub_eq_zero.mp ((mul_eq_zero.mp hs.symm).resolve_right hp)
  exact fun j hj => key j j rfl hj
```

In words, `local_inversion` says that for any two real potentials on a chain with common hoppings t_l ≠ 0 for l < N, the two conditions "v_j = w_j for every site j < n" and "μ_k^v = μ_k^w for every k < 2n" are equivalent. There is no upper limit on n; beyond N+1 the first condition simply means that the potentials agree everywhere. For n = 0 both conditions are empty.

The hypothesis `ht` says physically that every bond transmits. A zero bond among the first n sites would hide the sites behind it, whose energies could then change without affecting any surface moment. The induction is `Nat.strong_induction_on`, since each site needs agreement on all earlier ones.

The theorem compares exact moments. It does not say how errors in the moments, for instance from a broadened or noisy spectrum, carry over to the potentials.

With t_l = −1 on every bond, the hopping sets the unit of energy. This is also the off-diagonal part of the three-point finite-difference equation for r times the radial wavefunction, on a uniform grid with spacing Δ and in units of ħ²/(2MΔ²) for a particle of mass M. The diagonal is then v_j = 2 + V_j, where V_j is the effective potential, centrifugal term included, in the same units.

```lean
/-- For open chains with uniform hopping `-1`, the potentials agree on the first `n` sites
if and only if the surface moments agree at every order below `2 * n`. -/
theorem local_inversion_uniform (v w : Fin (N + 1) → ℝ) (n : ℕ) :
    (∀ j : Fin (N + 1), (j : ℕ) < n → v j = w j) ↔
      ∀ k < 2 * n, moment (fun _ => -1) v k = moment (fun _ => -1) w k :=
  local_inversion (fun _ => -1) (fun _ _ => by norm_num) v w n
```

In this uniform case the difference formula gives each energy explicitly. Let u be the potential that keeps the energies already found and is zero from site m onwards:

u_i = v_i for i < m,  u_i = 0 for i ≥ m.

Then v and u agree before m, u_m = 0, and the squared product of hoppings is (−1)^{2m} = 1. Hence

v_m = μ_{2m+1}^v − μ_{2m+1}^u.

The first term is the given moment, and the second is computed from v_0, …, v_{m−1} alone. For m = 0 the second term is zero and the formula reads v_0 = μ_1^v.

```lean
/-- Layer stripping for hopping `-1`: the potential at site `m` is the surface moment of
order `2 * m + 1` minus that of the chain whose potential is set to zero from `m` onwards. -/
theorem layer_stripping (v : Fin (N + 1) → ℝ) (m : Fin (N + 1)) :
    v m = moment (fun _ => -1) v (2 * m + 1)
      - moment (fun _ => -1) (fun i : Fin (N + 1) => if (i : ℕ) < m then v i else 0)
          (2 * m + 1) := by
  have hs := moment_sub (fun _ => -1) v
    (fun i : Fin (N + 1) => if (i : ℕ) < m then v i else 0) m
    (fun j hj => by simp [hj])
  have hp : (∏ _l ∈ range (m : ℕ), (-1 : ℝ)) ^ 2 = 1 := by
    rw [Finset.prod_const, ← pow_mul, mul_comm, pow_mul]
    norm_num
  simp only [lt_irrefl, if_false] at hs
  rw [hp, sub_zero, mul_one] at hs
  exact hs.symm

end SurfaceMoments
```

The proof applies `moment_sub` to v and the truncated potential, and `hp` evaluates the squared product.

```lean
#print axioms SurfaceMoments.local_inversion_uniform
#print axioms SurfaceMoments.layer_stripping
```

```
'SurfaceMoments.local_inversion_uniform' depends on axioms: [propext, Classical.choice, Quot.sound]
'SurfaceMoments.layer_stripping' depends on axioms: [propext, Classical.choice, Quot.sound]
```
